# LDA exchange has no finite plane-wave cutoff when the highest harmonic of a density varying along one direction is not a multiple of three

Suppose that a density is a finite sum of plane waves, and that one raises the cutoff until the LDA exchange energy density is held completely as well. For nonnegative densities that vary along one direction only, and whose highest harmonic is not a multiple of three, this search never ends. In a plane-wave calculation with such a density, the exchange energy density can be converged with the cutoff but never represented exactly.

The density depends on $x$ alone and is uniform along $y$ and $z$. Along $x$ the cell has length $2\pi$ in atomic units. Lean writes it as the circle `𝕋`, so that `C(𝕋, ℝ)` holds the continuous real periodic functions.

```lean
import Mathlib

open Finset Polynomial Complex

namespace LDAExchangeBandwidth

noncomputable section

local notation "𝕋" => AddCircle (2 * Real.pi)

local instance : Fact (0 < 2 * Real.pi) := ⟨Real.two_pi_pos⟩
```

For a cutoff $N$ and complex coefficients $c_k$, let $f_{N,c}(x)=\sum_{k=-N}^{N}c_k e^{ikx}$.

```lean
/-- A plane-wave sum of period `2π` with cutoff `N` and coefficients `c k`. -/
def planeWaves (N : ℕ) (c : ℤ → ℂ) (x : ℝ) : ℂ :=
  ∑ k ∈ Icc (-(N : ℤ)) N, c k * exp (k * x * I)
```

The constant $C_x=\frac34(3/\pi)^{1/3}$ comes from the exchange energy of the three-dimensional, spin-unpolarised uniform electron gas.

```lean
/-- The LDA exchange constant in atomic units, `(3/4) (3/π)^(1/3)`. -/
def exchangeConst : ℝ := 3 / 4 * (3 / Real.pi) ^ (1 / 3 : ℝ)
```

The exchange energy density is $e_x=-C_x n^{4/3}$, per volume and not per electron. It is real, but stored as a complex function so that Fourier coefficients apply.

```lean
/-- The LDA exchange energy density, per unit volume, of a nonnegative density `n` on a
periodic cell of length `2π`. -/
def exchangeDensity (n : C(𝕋, ℝ)) : C(𝕋, ℂ) :=
  ⟨fun x => ((-exchangeConst * n x ^ (4 / 3 : ℝ) : ℝ) : ℂ),
    Complex.continuous_ofReal.comp (continuous_const.mul
      (n.continuous.rpow_const fun _ => Or.inr (by norm_num)))⟩
```

With $z=e^{ix}$ in mind, let $P_{N,c}(z)=\sum_{k=-N}^{N}c_k z^{k+N}$. In the code `C` embeds constants into polynomials and is unrelated to $C_x$.

```lean
/-- The polynomial in `z = exp (i x)` that belongs to a plane-wave sum shifted by `N`. -/
def cutoffPoly (N : ℕ) (c : ℤ → ℂ) : Polynomial ℂ :=
  ∑ k ∈ Icc (-(N : ℤ)) N, C (c k) * X ^ (k + N).toNat
```

The last definition sets $c_0=1$ and all other $c_k=a/2$, for a real amplitude $a$; only $|k|\le1$ will be used.

```lean
/-- The plane-wave coefficients of the density `1 + a cos x`, for wave numbers up to one. -/
def cosineCoeff (a : ℝ) (k : ℤ) : ℂ := if k = 0 then 1 else (a : ℂ) / 2
```

## (a) From plane waves to a polynomial

Relate $P_{N,c}$ on the unit circle to the plane-wave sum:
$$P_{N,c}(e^{ix})=e^{iNx}f_{N,c}(x).$$

**Solution.** Each term satisfies $c_k(e^{ix})^{k+N}=e^{iNx}c_ke^{ikx}$. Sum over $k$. As $k+N\ge0$, `toNat` leaves the exponent unchanged.

```lean
/-- On the unit circle the shifted plane-wave sum is a polynomial in `exp (i x)`. -/
theorem cutoffPoly_eval (N : ℕ) (c : ℤ → ℂ) (x : ℝ) :
    (cutoffPoly N c).eval (exp (x * I)) = exp (x * I) ^ N * planeWaves N c x := by
  simp only [cutoffPoly, planeWaves, eval_finsetSum, eval_mul, eval_C, eval_pow, eval_X,
    Finset.mul_sum]
  refine Finset.sum_congr rfl fun k hk => ?_
  have hk0 : 0 ≤ k + (N : ℤ) := by
    have := (Finset.mem_Icc.1 hk).1
    omega
  have hc : (((k + (N : ℤ)).toNat : ℕ) : ℂ) = (k : ℂ) + N := by
    exact_mod_cast congrArg (Int.cast : ℤ → ℂ) (Int.toNat_of_nonneg hk0)
  have he : ((k : ℂ) + N) * (x * I) = N * (x * I) + k * x * I := by ring
  rw [← Complex.exp_nat_mul, ← Complex.exp_nat_mul, hc, he, Complex.exp_add]
  ring
```

## (b) Counting degrees

Let $K\neq0$, $c_m\ne0$ and $f_{N,b}^3=K f_{m,c}^4$ for all real $x$. Show that
$$3\mid m.$$

**Solution.** Multiply by $e^{i(3N+4m)x}$ and use (a):
$$P_{N,b}(z)^3z^{4m}=K\,P_{m,c}(z)^4z^{3N}.$$
This holds at infinitely many $z$, hence between polynomials (`hpoly`). Lean takes $x\in[0,\pi]$, where the cosine separates the points. The top term of $P_{m,c}$ is $c_mz^{2m}$, so its degree is $2m$ (`hdeg`). Neither side vanishes. With $d=\deg P_{N,b}$,
$$3d+4m=8m+3N,\qquad 4m=3(d-N),$$
so 3 divides $m$; `omega` does this last step.

```lean
/-- If the cube of one plane-wave sum is a nonzero multiple of the fourth power of another,
whose coefficient at its cutoff `m` is nonzero, then `m` is a multiple of three. -/
theorem three_dvd_of_cube_eq_fourth {N m : ℕ} {b c : ℤ → ℂ} {K : ℂ} (hK : K ≠ 0)
    (hc : c m ≠ 0) (h : ∀ x : ℝ, planeWaves N b x ^ 3 = K * planeWaves m c x ^ 4) :
    3 ∣ m := by
  by_contra hm
  -- the identity holds at infinitely many points of the unit circle
  have hpoly : cutoffPoly N b ^ 3 * X ^ (4 * m) =
      C K * (cutoffPoly m c ^ 4 * X ^ (3 * N)) := by
    apply eq_of_infinite_eval_eq
    have hinj : Set.InjOn (fun x : ℝ => exp (x * I)) (Set.Icc 0 Real.pi) := by
      intro x hx y hy hxy
      apply Real.injOn_cos hx hy
      simpa only [Complex.exp_ofReal_mul_I_re] using congrArg Complex.re hxy
    refine ((Set.Icc_infinite Real.pi_pos).image hinj).mono ?_
    rintro _ ⟨x, -, rfl⟩
    simp only [Set.mem_ofPred_eq, eval_mul, eval_pow, eval_X, eval_C, cutoffPoly_eval,
      mul_pow, h x]
    ring
  -- the highest harmonic fixes the degree
  have hdeg : (cutoffPoly m c).natDegree = 2 * m := by
    apply le_antisymm
    · refine natDegree_sum_le_of_forall_le _ _ fun k hk => ?_
      refine (natDegree_C_mul_X_pow_le _ _).trans ?_
      have := Finset.mem_Icc.1 hk
      omega
    · apply le_natDegree_of_ne_zero
      simp only [cutoffPoly, finsetSum_coeff, coeff_C_mul, coeff_X_pow]
      rw [Finset.sum_eq_single (m : ℤ)]
      · rwa [if_pos (by omega), mul_one]
      · intro k hk hne
        have := Finset.mem_Icc.1 hk
        rw [if_neg (by omega), mul_zero]
      · exact fun h => absurd (Finset.mem_Icc.2 ⟨by omega, le_rfl⟩) h
  have hp : cutoffPoly m c ≠ 0 := fun h0 => by
    rw [h0, natDegree_zero] at hdeg
    omega
  have hR : C K * (cutoffPoly m c ^ 4 * X ^ (3 * N)) ≠ 0 :=
    mul_ne_zero (C_ne_zero.2 hK) (mul_ne_zero (pow_ne_zero _ hp) (pow_ne_zero _ X_ne_zero))
  have hP : cutoffPoly N b ≠ 0 := fun h0 => hR (by rw [← hpoly, h0]; simp)
  have hd := congrArg natDegree hpoly
  rw [natDegree_C_mul hK, natDegree_mul (pow_ne_zero _ hP) (pow_ne_zero _ X_ne_zero),
    natDegree_mul (pow_ne_zero _ hp) (pow_ne_zero _ X_ne_zero)] at hd
  simp only [natDegree_pow, natDegree_X, hdeg] at hd
  omega
```

## (c) Vanishing components beyond a cutoff

Let $g$ be continuous on the cell, with $\hat g_k=\frac1{2\pi}\int_0^{2\pi}g(x)e^{-ikx}dx=0$ for $|k|>N$. Show that
$$g(x)=\sum_{k=-N}^{N}\hat g_ke^{ikx}.$$

**Solution.** The difference of the two sides is continuous and has only zero Fourier coefficients, so it vanishes. Lean uses Mathlib's theorem that a Fourier series with summable coefficients converges to its continuous function; here the series is finite.

```lean
/-- A continuous function on the cell without Fourier components beyond `N` equals its
plane-wave sum with cutoff `N`. -/
theorem eq_planeWaves_of_cutoff (g : C(𝕋, ℂ)) (N : ℕ)
    (hN : ∀ k : ℤ, (N : ℤ) < |k| → fourierCoeff g k = 0) (x : ℝ) :
    g (x : 𝕋) = planeWaves N (fourierCoeff g) x := by
  have h0 : ∀ k ∉ Icc (-(N : ℤ)) N, fourierCoeff g k = 0 := fun k hk =>
    hN k (lt_of_not_ge fun h => hk (Finset.mem_Icc.2 (abs_le.1 h)))
  have h1 := has_pointwise_sum_fourier_series_of_summable
    (hasSum_sum_of_ne_finset_zero h0).summable (x : 𝕋)
  have h2 : HasSum (fun k : ℤ => fourierCoeff g k • fourier k (x : 𝕋))
      (∑ k ∈ Icc (-(N : ℤ)) N, fourierCoeff g k • fourier k (x : 𝕋)) :=
    hasSum_sum_of_ne_finset_zero fun k hk => by rw [h0 k hk, zero_smul]
  rw [h1.unique h2, planeWaves]
  refine Finset.sum_congr rfl fun k _ => ?_
  have hpi : (Real.pi : ℂ) ≠ 0 := Complex.ofReal_ne_zero.2 Real.pi_ne_zero
  rw [smul_eq_mul, fourier_coe_apply]
  congr 2
  push_cast
  field_simp
```

## (d) Removing the fractional power

For $y\ge0$ show that
$$(y^{4/3})^3=y^4.$$

**Solution.** For a nonnegative base the exponents multiply, and $\frac43\cdot3=4$.

```lean
/-- The cube of the four-thirds power of a nonnegative number is its fourth power. -/
theorem four_thirds_cube {y : ℝ} (hy : 0 ≤ y) : (y ^ (4 / 3 : ℝ)) ^ 3 = y ^ 4 := by
  rw [← Real.rpow_natCast, ← Real.rpow_mul hy, ← Real.rpow_natCast]
  norm_num
```

## (e) Exchange components beyond every cutoff

Let $n=f_{m,c}\ge0$, $c_m\neq0$ and $3\nmid m$. Show that for every $N$
$$\exists k:\quad |k|>N,\quad (\hat e_x)_k\ne0.$$

**Solution.** Otherwise (c) gives $e_x=f_{N,\hat e_x}$ for some $N$. By (d), $e_x^3=-C_x^3n^4$. Then (b) with $K=-C_x^3$ gives $3\mid m$, a contradiction.

The four assumptions are `hpos`, `hn`, `hc` and `hm`. The theorem gives no size for the components, and the step to a general three-dimensional density remains open here.

```lean
/-- If a nonnegative band-limited density has a highest harmonic `m` that is not a multiple of
three, its LDA exchange energy density has Fourier components beyond every cutoff `N`. -/
theorem exchange_beyond_every_cutoff {n : C(𝕋, ℝ)} {m : ℕ} {c : ℤ → ℂ}
    (hpos : ∀ x : ℝ, 0 ≤ n (x : 𝕋)) (hn : ∀ x : ℝ, (n (x : 𝕋) : ℂ) = planeWaves m c x)
    (hc : c m ≠ 0) (hm : ¬ 3 ∣ m) (N : ℕ) :
    ∃ k : ℤ, (N : ℤ) < |k| ∧ fourierCoeff (exchangeDensity n) k ≠ 0 := by
  by_contra hcon
  have hN : ∀ k : ℤ, (N : ℤ) < |k| → fourierCoeff (exchangeDensity n) k = 0 :=
    fun k hk => by_contra fun h => hcon ⟨k, hk, h⟩
  have hC : 0 < exchangeConst := by
    have := Real.pi_pos
    unfold exchangeConst
    positivity
  have hK : (((-exchangeConst) ^ 3 : ℝ) : ℂ) ≠ 0 :=
    Complex.ofReal_ne_zero.2 (pow_ne_zero _ (neg_ne_zero.2 hC.ne'))
  -- cubing removes the fractional power
  refine hm (three_dvd_of_cube_eq_fourth (N := N)
    (b := fourierCoeff (exchangeDensity n)) hK hc fun x => ?_)
  have hr : (-exchangeConst * n (x : 𝕋) ^ (4 / 3 : ℝ)) ^ 3 =
      (-exchangeConst) ^ 3 * n (x : 𝕋) ^ 4 := by
    rw [mul_pow, four_thirds_cube (hpos x)]
  rw [← eq_planeWaves_of_cutoff (exchangeDensity n) N hN x, ← hn x]
  change ((-exchangeConst * n (x : 𝕋) ^ (4 / 3 : ℝ) : ℝ) : ℂ) ^ 3 = _
  exact_mod_cast hr
```

## (f) Coefficients of the cosine density

With the coefficients $c$ of `cosineCoeff`, show that
$$1+a\cos x=f_{1,c}(x).$$

**Solution.** Insert $\cos x=\frac12(e^{ix}+e^{-ix})$.

```lean
/-- The density `1 + a cos x` is a plane-wave sum with cutoff one. -/
theorem cosine_planeWaves (a x : ℝ) :
    ((1 + a * Real.cos x : ℝ) : ℂ) = planeWaves 1 (cosineCoeff a) x := by
  have hs : Icc (-((1 : ℕ) : ℤ)) ((1 : ℕ) : ℤ) = {-1, 0, 1} := by decide
  rw [planeWaves, hs]
  simp [cosineCoeff, Complex.cos]
  ring
```

## (g) Sign of the cosine density

For $|a|\le1$ show that
$$1+a\cos x\ge0.$$

**Solution.** $|a\cos x|\le|a|\le1$.

```lean
/-- For `|a| ≤ 1` the density `1 + a cos x` is nonnegative. -/
theorem cosine_nonneg {a : ℝ} (ha : |a| ≤ 1) (x : ℝ) : 0 ≤ 1 + a * Real.cos x := by
  have h : |a * Real.cos x| ≤ 1 := by
    rw [abs_mul]
    exact mul_le_one₀ ha (abs_nonneg _) (Real.abs_cos_le_one x)
  linarith [(abs_le.1 h).1]
```

## (h) The four-thirds power of the cosine density

For $a\ne0$, $|a|\le1$, show that for no $N$ and $b$
$$(1+a\cos x)^{4/3}=f_{N,b}(x)\quad\text{for all }x.$$

**Solution.** Cubing with (d) and (g) would give the hypothesis of (b) with $K=1$ and $m=1$, hence $3\mid1$.

```lean
/-- For `a ≠ 0` and `|a| ≤ 1` the function `(1 + a cos x)^(4/3)` is not a trigonometric
polynomial of any degree. -/
theorem cosine_four_thirds_not_planeWaves {a : ℝ} (h0 : a ≠ 0) (ha : |a| ≤ 1) :
    ¬ ∃ (N : ℕ) (b : ℤ → ℂ), ∀ x : ℝ,
      (((1 + a * Real.cos x) ^ (4 / 3 : ℝ) : ℝ) : ℂ) = planeWaves N b x := by
  rintro ⟨N, b, hb⟩
  have h3 : 3 ∣ 1 := three_dvd_of_cube_eq_fourth (N := N) (b := b) (c := cosineCoeff a)
    one_ne_zero (by simp [cosineCoeff, h0]) fun x => by
      rw [← hb x, ← cosine_planeWaves, one_mul]
      exact_mod_cast four_thirds_cube (cosine_nonneg ha x)
  omega
```

## (i) Exchange of the cosine density

For $n=1+a\cos x$ with the same $a$, show that for every $N$
$$(\hat e_x)_k\neq0\quad\text{for some }|k|>N.$$

**Solution.** Apply (e) with $m=1$; (f) and (g) supply its assumptions.

```lean
/-- For `a ≠ 0` and `|a| ≤ 1` the LDA exchange energy density of `1 + a cos x` has Fourier
components beyond every cutoff `N`. -/
theorem cosine_exchange_beyond_every_cutoff {a : ℝ} (h0 : a ≠ 0) (ha : |a| ≤ 1)
    {n : C(𝕋, ℝ)} (hn : ∀ x : ℝ, n (x : 𝕋) = 1 + a * Real.cos x) (N : ℕ) :
    ∃ k : ℤ, (N : ℤ) < |k| ∧ fourierCoeff (exchangeDensity n) k ≠ 0 :=
  exchange_beyond_every_cutoff (m := 1) (c := cosineCoeff a)
    (fun x => by rw [hn]; exact cosine_nonneg ha x)
    (fun x => by rw [hn]; exact cosine_planeWaves a x)
    (by simp [cosineCoeff, h0]) (by omega) N
```

## (j) A density with finite exchange bandwidth

For $n=(1+a\cos x)^3$, $|a|\le1$, show that
$$e_x=-C_x(1+a\cos x)^4.$$

**Solution.** By (g) the base is nonnegative, so the exponents multiply: $3\cdot\frac43=4$. Expanding the power leaves only harmonics with $|k|\le4$. For $a\ne0$ this density has $m=3$, so the conclusion of (e) can fail there.

```lean
/-- For `|a| ≤ 1` the LDA exchange energy density of `(1 + a cos x)^3` is a constant times
the fourth power of `1 + a cos x`. -/
theorem cubed_cosine_exchange {a : ℝ} (ha : |a| ≤ 1) {n : C(𝕋, ℝ)}
    (hn : ∀ x : ℝ, n (x : 𝕋) = (1 + a * Real.cos x) ^ 3) (x : ℝ) :
    exchangeDensity n (x : 𝕋) = ((-exchangeConst * (1 + a * Real.cos x) ^ 4 : ℝ) : ℂ) := by
  have hpow : ((1 + a * Real.cos x) ^ 3) ^ (4 / 3 : ℝ) = (1 + a * Real.cos x) ^ 4 := by
    rw [← Real.rpow_natCast (1 + a * Real.cos x) 3, ← Real.rpow_mul (cosine_nonneg ha x),
      ← Real.rpow_natCast (1 + a * Real.cos x) 4]
    norm_num
  change ((-exchangeConst * n (x : 𝕋) ^ (4 / 3 : ℝ) : ℝ) : ℂ) = _
  rw [hn, hpow]

end

end LDAExchangeBandwidth
```

```lean
#print axioms LDAExchangeBandwidth.exchange_beyond_every_cutoff
#print axioms LDAExchangeBandwidth.cosine_four_thirds_not_planeWaves
#print axioms LDAExchangeBandwidth.cosine_exchange_beyond_every_cutoff
#print axioms LDAExchangeBandwidth.cubed_cosine_exchange
```

```
'LDAExchangeBandwidth.exchange_beyond_every_cutoff' depends on axioms: [propext, Classical.choice, Quot.sound]
'LDAExchangeBandwidth.cosine_four_thirds_not_planeWaves' depends on axioms: [propext, Classical.choice, Quot.sound]
'LDAExchangeBandwidth.cosine_exchange_beyond_every_cutoff' depends on axioms: [propext, Classical.choice, Quot.sound]
'LDAExchangeBandwidth.cubed_cosine_exchange' depends on axioms: [propext, Classical.choice, Quot.sound]
```

## The exchange potential

The same count applies to $v_x=-\frac43C_xn^{1/3}$, though this variant has no Lean proof here. If $v_x=f_{N,b}$, its cube is a constant times $n$, and the degrees give $3d+m=2m+3N$. Again $3\mid m$, so under the assumptions of (e) the potential has no finite cutoff either.
